# Truncating the oscillator to d levels changes the ladder commutator only at the top level

## A bosonic mode in a finite basis

One way to store a vibrational or cavity mode on a computer is to keep finitely many number states, say levels 0 to d−1. The full ladder operators satisfy a a† − a† a = 1. What do their truncated matrices satisfy?

Let A be the d by d matrix with A(k,k+1) = √(k+1) and all other entries zero, Aᴴ its conjugate transpose, and P the projector on level d−1. For d ≥ 1,

A Aᴴ − Aᴴ A = 1 − d P.

For simulations of a single mode in a finite number basis, this means that the truncated commutator returns a vector unchanged, as the full one does, exactly when the vector's top amplitude is zero.

## Counting the surviving terms

The entries of A are real, so

(Aᴴ A)(i,j) = Σₖ A(k,i) A(k,j).

A term survives only if k+1 = i and k+1 = j. Off-diagonal entries therefore vanish. On the diagonal, k = i−1 gives √i · √i = i, and for i = 0 there is no term, which also gives i. In the other order,

(A Aᴴ)(i,j) = Σₖ A(i,k) A(j,k),

and survival requires k = i+1 = j+1. The diagonal entry is i+1, except at i = d−1, where level d is missing and the entry is 0.

The difference is (i+1) − i = 1 below the top and 0 − (d−1) = 1 − d at the top, which is 1 − d P.

## The trace fixes the defect

Suppose any d by d matrices X and Y, with d ≥ 1, satisfy XY − YX = 1 − c P. The trace of the left side is zero, tr 1 = d and tr P = 1, so 0 = d − c and c = d. In particular c = 0 is impossible: no such pair has commutator 1.

For a vector v, the truncated commutator leaves the lower amplitudes alone and multiplies the top one by 1 − d. Hence v is unchanged exactly when d v(d−1) = 0, that is, v(d−1) = 0.

## Quadratures and the misplaced energy

Here i is the imaginary unit, no longer an index. In units with ħ, mass and frequency equal to 1, set x = (A + Aᴴ)/√2 and p = i(Aᴴ − A)/√2. Expanding the products, the AA and AᴴAᴴ terms cancel:

xp − px = (i/2)(2 A Aᴴ − 2 Aᴴ A) = i(1 − d P).

For the energy,

x² = (AA + A Aᴴ + Aᴴ A + AᴴAᴴ)/2

p² = (−AA + A Aᴴ + Aᴴ A − AᴴAᴴ)/2

(x² + p²)/2 = (A Aᴴ + Aᴴ A)/2.

Its diagonal entries are (k+1+k)/2 = k + 1/2 below the top and k/2 = (d−1)/2 at the top, where the full oscillator has d − 1/2.

## The matrices in Lean

`lowering d`, `topProjector d`, `position d` and `momentum d` are A, P, x and p, as complex matrices indexed by `Fin d`, whose elements are 0 to d−1. The condition `(k : ℕ) + 1 = d` singles out the top level, and `*ᵥ` applies a matrix to a vector, which need not be normalised.

`truncated_commutator` holds for every `d`, including the empty case `d = 0`; only `defect_forced` assumes `0 < d`. `truncated_energy` concerns squares of truncated quadratures, not a truncation of the full Hamiltonian. The file treats neither the limit of large d nor errors in time evolution.

```lean
import Mathlib

open Matrix

namespace TruncatedOscillator

noncomputable section

/-- The annihilator truncated to `d` levels, with entries `A(k, k+1) = √(k+1)`. -/
def lowering (d : ℕ) : Matrix (Fin d) (Fin d) ℂ :=
  fun i j => if (i : ℕ) + 1 = (j : ℕ) then ((Real.sqrt ((i : ℕ) + 1) : ℝ) : ℂ) else 0

/-- The projector on the highest retained level, `d - 1`. -/
def topProjector (d : ℕ) : Matrix (Fin d) (Fin d) ℂ :=
  Matrix.diagonal fun k => if (k : ℕ) + 1 = d then 1 else 0

/-- The truncated position quadrature `(A + Aᴴ) / √2`. -/
def position (d : ℕ) : Matrix (Fin d) (Fin d) ℂ :=
  ((Real.sqrt 2 : ℝ) : ℂ)⁻¹ • (lowering d + (lowering d)ᴴ)

/-- The truncated momentum quadrature `i (Aᴴ - A) / √2`. -/
def momentum (d : ℕ) : Matrix (Fin d) (Fin d) ℂ :=
  (Complex.I * ((Real.sqrt 2 : ℝ) : ℂ)⁻¹) • ((lowering d)ᴴ - lowering d)

/-- The entry `A(i, j)` vanishes unless level `j` is the one just above level `i`. -/
private theorem lowering_of_ne {d : ℕ} {i j : Fin d} (h : (i : ℕ) + 1 ≠ (j : ℕ)) :
    lowering d i j = 0 := if_neg h

/-- The squared matrix element from level `j` to the level below it is `j`. -/
private theorem lowering_sq {d : ℕ} {i j : Fin d} (h : (i : ℕ) + 1 = (j : ℕ)) :
    lowering d i j * lowering d i j = ((j : ℕ) : ℂ) := by
  have e : lowering d i j = ((Real.sqrt ((i : ℕ) + 1) : ℝ) : ℂ) := if_pos h
  rw [e, ← Complex.ofReal_mul, Real.mul_self_sqrt (by positivity), ← h]
  push_cast
  rfl

/-- The creation matrix has the entries of the annihilator, mirrored in the diagonal. -/
private theorem creation_apply {d : ℕ} (i j : Fin d) :
    (lowering d)ᴴ i j = lowering d j i := by
  rw [Matrix.conjTranspose_apply]
  unfold lowering
  split_ifs <;> simp

/-- The square of the quadrature normalisation `1/√2` is `1/2`. -/
private theorem normalisation_sq :
    ((Real.sqrt 2 : ℝ) : ℂ)⁻¹ * ((Real.sqrt 2 : ℝ) : ℂ)⁻¹ = 1 / 2 := by
  rw [← mul_inv, ← Complex.ofReal_mul, Real.mul_self_sqrt (by norm_num)]
  norm_num

/-- The product `Aᴴ A` is diagonal and counts the quanta of each retained level. -/
theorem creation_mul_lowering (d : ℕ) :
    (lowering d)ᴴ * lowering d = Matrix.diagonal fun k : Fin d => ((k : ℕ) : ℂ) := by
  ext i j
  rw [Matrix.mul_apply]
  simp only [creation_apply]
  by_cases hij : i = j
  · subst hij
    rw [Matrix.diagonal_apply_eq]
    rcases Nat.eq_zero_or_pos (i : ℕ) with h0 | hpos
    · -- there is no level below the ground level
      rw [h0, Nat.cast_zero]
      refine Finset.sum_eq_zero fun k _ => ?_
      have h : (k : ℕ) + 1 ≠ (i : ℕ) := by omega
      rw [lowering_of_ne h, zero_mul]
    · -- only the level just below contributes
      have hk : (i : ℕ) - 1 < d := by have := i.isLt; omega
      have h : ((⟨(i : ℕ) - 1, hk⟩ : Fin d) : ℕ) + 1 = (i : ℕ) := Nat.sub_add_cancel hpos
      rw [Finset.sum_eq_single (⟨(i : ℕ) - 1, hk⟩ : Fin d)]
      · exact lowering_sq h
      · intro k _ hne
        have h' : (k : ℕ) + 1 ≠ (i : ℕ) := fun e =>
          hne (Fin.ext (show (k : ℕ) = (i : ℕ) - 1 by omega))
        rw [lowering_of_ne h', zero_mul]
      · intro hn
        exact absurd (Finset.mem_univ _) hn
  · rw [Matrix.diagonal_apply_ne _ hij]
    refine Finset.sum_eq_zero fun k _ => ?_
    by_cases h : (k : ℕ) + 1 = (i : ℕ)
    · have h' : (k : ℕ) + 1 ≠ (j : ℕ) := fun e => hij (Fin.ext (h.symm.trans e))
      rw [lowering_of_ne h', mul_zero]
    · rw [lowering_of_ne h, zero_mul]

/-- The product `A Aᴴ` is diagonal with entries `k + 1`, except for a zero at the top level. -/
theorem lowering_mul_creation (d : ℕ) :
    lowering d * (lowering d)ᴴ =
      Matrix.diagonal fun k : Fin d =>
        if (k : ℕ) + 1 = d then 0 else ((k : ℕ) : ℂ) + 1 := by
  ext i j
  rw [Matrix.mul_apply]
  simp only [creation_apply]
  by_cases hij : i = j
  · subst hij
    rw [Matrix.diagonal_apply_eq]
    by_cases htop : (i : ℕ) + 1 = d
    · -- the level above the top one has been cut away
      rw [if_pos htop]
      refine Finset.sum_eq_zero fun k _ => ?_
      have h : (i : ℕ) + 1 ≠ (k : ℕ) := by have := k.isLt; omega
      rw [lowering_of_ne h, zero_mul]
    · rw [if_neg htop]
      have hk : (i : ℕ) + 1 < d := by have := i.isLt; omega
      rw [Finset.sum_eq_single (⟨(i : ℕ) + 1, hk⟩ : Fin d)]
      · have h : (i : ℕ) + 1 = ((⟨(i : ℕ) + 1, hk⟩ : Fin d) : ℕ) := rfl
        exact (lowering_sq h).trans (Nat.cast_succ _)
      · intro k _ hne
        have h' : (i : ℕ) + 1 ≠ (k : ℕ) := fun e => hne (Fin.ext e.symm)
        rw [lowering_of_ne h', zero_mul]
      · intro hn
        exact absurd (Finset.mem_univ _) hn
  · rw [Matrix.diagonal_apply_ne _ hij]
    refine Finset.sum_eq_zero fun k _ => ?_
    by_cases h : (i : ℕ) + 1 = (k : ℕ)
    · have h' : (j : ℕ) + 1 ≠ (k : ℕ) := fun e => hij (Fin.ext (by omega))
      rw [lowering_of_ne h', mul_zero]
    · rw [lowering_of_ne h, zero_mul]

/-- The commutator of the truncated ladder matrices is the identity minus `d` times the
projector on the top level. -/
theorem truncated_commutator (d : ℕ) :
    lowering d * (lowering d)ᴴ - (lowering d)ᴴ * lowering d =
      1 - (d : ℂ) • topProjector d := by
  rw [lowering_mul_creation, creation_mul_lowering, topProjector]
  ext i j
  by_cases hij : i = j
  · subst hij
    simp only [Matrix.sub_apply, Matrix.smul_apply, Matrix.diagonal_apply_eq,
      Matrix.one_apply_eq, smul_eq_mul]
    split_ifs with h
    · have hd : ((i : ℕ) : ℂ) + 1 = (d : ℂ) := by exact_mod_cast h
      linear_combination -hd
    · ring
  · simp [hij]

/-- For `d > 0`, if the commutator of two `d` by `d` matrices is the identity minus a multiple `c`
of the top-level projector, then `c = d`. -/
theorem defect_forced {d : ℕ} (hd : 0 < d) (X Y : Matrix (Fin d) (Fin d) ℂ) (c : ℂ)
    (h : X * Y - Y * X = 1 - c • topProjector d) : c = d := by
  have hP : Matrix.trace (topProjector d) = 1 := by
    rw [topProjector, Matrix.trace_diagonal,
      Finset.sum_eq_single (⟨d - 1, by omega⟩ : Fin d)]
    · exact if_pos (Nat.sub_add_cancel hd)
    · intro k _ hne
      exact if_neg fun e => hne (Fin.ext (show (k : ℕ) = d - 1 by omega))
    · intro hn
      exact absurd (Finset.mem_univ _) hn
  -- a commutator of finite matrices has trace zero
  have ht := congrArg Matrix.trace h
  rw [Matrix.trace_sub, Matrix.trace_mul_comm X Y, sub_self, Matrix.trace_sub,
    Matrix.trace_one, Matrix.trace_smul, Fintype.card_fin, hP, smul_eq_mul, mul_one] at ht
  linear_combination ht

/-- The truncated commutator leaves a vector unchanged exactly when the vector has no amplitude on
the top level. -/
theorem commutator_fixes_iff {d : ℕ} (v : Fin d → ℂ) :
    (lowering d * (lowering d)ᴴ - (lowering d)ᴴ * lowering d) *ᵥ v = v ↔
      ∀ k : Fin d, (k : ℕ) + 1 = d → v k = 0 := by
  rw [lowering_mul_creation, creation_mul_lowering, Matrix.diagonal_sub, funext_iff]
  refine forall_congr' fun k => ?_
  rw [Matrix.mulVec_diagonal]
  by_cases h : (k : ℕ) + 1 = d
  · constructor
    · intro e _
      rw [if_pos h] at e
      have h0 : (((k : ℕ) : ℂ) + 1) * v k = 0 := by linear_combination -e
      exact (mul_eq_zero.mp h0).resolve_left (Nat.cast_add_one_ne_zero _)
    · intro e
      rw [e h, mul_zero]
  · constructor
    · intro _ h'
      exact absurd h' h
    · intro _
      rw [if_neg h]
      ring

/-- The truncated quadratures satisfy `x p - p x = i (1 - d P)`, with `P` the projector on the
top level. -/
theorem quadrature_commutator (d : ℕ) :
    position d * momentum d - momentum d * position d =
      Complex.I • (1 - (d : ℂ) • topProjector d) := by
  rw [← truncated_commutator]
  have hc : Complex.I * (((Real.sqrt 2 : ℝ) : ℂ)⁻¹ * ((Real.sqrt 2 : ℝ) : ℂ)⁻¹) * 2 =
      Complex.I := by
    rw [normalisation_sq]
    ring
  have e : position d * momentum d - momentum d * position d =
      (Complex.I * (((Real.sqrt 2 : ℝ) : ℂ)⁻¹ * ((Real.sqrt 2 : ℝ) : ℂ)⁻¹) * 2) •
        (lowering d * (lowering d)ᴴ - (lowering d)ᴴ * lowering d) := by
    simp only [position, momentum, Matrix.smul_mul, Matrix.mul_smul,
      add_mul, mul_add, sub_mul, mul_sub]
    module
  rw [e, hc]

/-- The oscillator energy `(x² + p²) / 2` built from truncated quadratures is diagonal, with
entries `k + 1/2` below the top level and `k/2` at the top level. -/
theorem truncated_energy (d : ℕ) :
    (1 / 2 : ℂ) • (position d * position d + momentum d * momentum d) =
      Matrix.diagonal fun k : Fin d =>
        if (k : ℕ) + 1 = d then ((k : ℕ) : ℂ) / 2 else ((k : ℕ) : ℂ) + 1 / 2 := by
  have hp : Complex.I * ((Real.sqrt 2 : ℝ) : ℂ)⁻¹ *
      (Complex.I * ((Real.sqrt 2 : ℝ) : ℂ)⁻¹) = -(1 / 2) := by
    linear_combination (((Real.sqrt 2 : ℝ) : ℂ)⁻¹ * ((Real.sqrt 2 : ℝ) : ℂ)⁻¹) *
      Complex.I_mul_I - normalisation_sq
  have e₀ : position d * position d + momentum d * momentum d =
      (((Real.sqrt 2 : ℝ) : ℂ)⁻¹ * ((Real.sqrt 2 : ℝ) : ℂ)⁻¹) •
        ((lowering d + (lowering d)ᴴ) * (lowering d + (lowering d)ᴴ)) +
      (Complex.I * ((Real.sqrt 2 : ℝ) : ℂ)⁻¹ * (Complex.I * ((Real.sqrt 2 : ℝ) : ℂ)⁻¹)) •
        (((lowering d)ᴴ - lowering d) * ((lowering d)ᴴ - lowering d)) := by
    simp only [position, momentum, Matrix.smul_mul, Matrix.mul_smul,
      add_mul, mul_add, sub_mul, mul_sub]
    module
  -- the terms A A and Aᴴ Aᴴ cancel between the two squares
  have e : (1 / 2 : ℂ) • (position d * position d + momentum d * momentum d) =
      (1 / 2 : ℂ) • (lowering d * (lowering d)ᴴ + (lowering d)ᴴ * lowering d) := by
    rw [e₀, normalisation_sq, hp]
    simp only [add_mul, mul_add, sub_mul, mul_sub]
    module
  rw [e, lowering_mul_creation, creation_mul_lowering]
  ext i j
  by_cases hij : i = j
  · subst hij
    simp only [Matrix.add_apply, Matrix.smul_apply, Matrix.diagonal_apply_eq, smul_eq_mul]
    split_ifs <;> ring
  · simp [hij]

end

end TruncatedOscillator
```

```lean
#print axioms TruncatedOscillator.truncated_commutator
#print axioms TruncatedOscillator.commutator_fixes_iff
#print axioms TruncatedOscillator.quadrature_commutator
#print axioms TruncatedOscillator.truncated_energy
```

```
'TruncatedOscillator.truncated_commutator' depends on axioms: [propext, Classical.choice, Quot.sound]
'TruncatedOscillator.commutator_fixes_iff' depends on axioms: [propext, Classical.choice, Quot.sound]
'TruncatedOscillator.quadrature_commutator' depends on axioms: [propext, Classical.choice, Quot.sound]
'TruncatedOscillator.truncated_energy' depends on axioms: [propext, Classical.choice, Quot.sound]
```

## How the proof follows the calculation

`creation_apply` uses the reality of the entries to replace Aᴴ by mirrored entries of A. `lowering_of_ne` removes vanishing terms, and `lowering_sq` evaluates the surviving square. In `creation_mul_lowering` and `lowering_mul_creation`, `Finset.sum_eq_single` selects the one contributing intermediate level; where there is none, `Finset.sum_eq_zero` gives zero.

`truncated_commutator` subtracts these diagonal matrices entry by entry. `split_ifs` separates the top level from the others, and at the top the equation k+1 = d turns −k into 1 − d.

`defect_forced` takes the trace of the assumed equation and uses `Matrix.trace_mul_comm` to cancel the left side. `commutator_fixes_iff` works by components: at the top it obtains (k+1) v(k) = 0 and divides out the nonzero factor.

For the quadratures, distributivity expands the products and `module` collects the matrix terms. `normalisation_sq` supplies (1/√2)² = 1/2, and `hp` in `truncated_energy` supplies (i/√2)² = −1/2, the sign that makes AA and AᴴAᴴ cancel. The two diagonal products then give the energies.
